# Without spin-orbit coupling, the band energies of a collinear magnet do not depend on the common moment axis

Let $u=(u_0,u_1,u_2)$ be a real vector with components along $x$, $y$, $z$. In units of $\hbar/2$, the spin operator along $u$ is

$$u\cdot\sigma=u_0\sigma_x+u_1\sigma_y+u_2\sigma_z=\begin{pmatrix}u_2&u_0-iu_1\\u_0+iu_1&-u_2\end{pmatrix}.$$

In Lean, `u : Fin 3 → ℝ` is the vector and `sigmaDot u` is this matrix. Spin index 0 means up along $z$, and index 1 means down.

```lean
import Mathlib

open Matrix
open scoped Kronecker

namespace CollinearMagnetAnisotropy

noncomputable section

variable {n : Type*} [Fintype n] [DecidableEq n]

/-- The spin operator `u · σ` along the real vector `u`, built from the three Pauli matrices. -/
def sigmaDot (u : Fin 3 → ℝ) : Matrix (Fin 2) (Fin 2) ℂ :=
  (u 0 : ℂ) • !![0, 1; 1, 0] + (u 1 : ℂ) • !![0, -Complex.I; Complex.I, 0]
    + (u 2 : ℂ) • !![1, 0; 0, -1]
```

Let $A$ and $B$ be complex $n\times n$ matrices over the orbitals: $A$ holds the spin-independent part of the Hamiltonian (kinetic energy, potential, hopping) and $B$ the exchange field. With all moments along one axis $u$, the Hamiltonian is

$$H(u)=A\otimes 1+B\otimes(u\cdot\sigma).$$

Its rows and columns are labelled by pairs (orbital, spin), which is the type `n × Fin 2`. The strength and sign of the exchange field sit in $B$, so $u$ is taken to be a unit vector, written in Lean as the hypothesis `u 0 ^ 2 + u 1 ^ 2 + u 2 ^ 2 = 1`.

```lean
/-- The Hamiltonian `A ⊗ 1 + B ⊗ (u · σ)` of a collinear magnet without spin-orbit coupling:
`A` is the spin-independent part, `B` the exchange field, `u` the common axis of the moments. -/
def collinearH (A B : Matrix n n ℂ) (u : Fin 3 → ℝ) : Matrix (n × Fin 2) (n × Fin 2) ℂ :=
  A ⊗ₖ (1 : Matrix (Fin 2) (Fin 2) ℂ) + B ⊗ₖ sigmaDot u
```

The characteristic polynomial is $\chi_M(x)=\det(x1-M)$, in Lean `M.charpoly`, and the band energies are its roots. In a physical model $A$ and $B$ are Hermitian and the energies are real; the theorems don't need this and hold for all complex $A$ and $B$.

The model is a one-electron Hamiltonian in a finite orthonormal basis, with $A$ and $B$ held fixed while $u$ turns. For a crystal, $A$ and $B$ stand for the Bloch matrices $A(k)$ and $B(k)$ at one wave vector $k$. A non-orthogonal basis brings in an overlap matrix as well; if it is the same for both spins, orthonormalising the orbitals leads back to this form. Absence of spin-orbit coupling is an assumption built into the form of $H(u)$: the spin enters only through $u\cdot\sigma$, and $A$ and $B$ do not depend on $u$. A fixed external magnetic field acting on the spins is left out as well; it would single out an axis of its own.

## (a) The anticommutator of two spin operators

Show that for all real vectors $u$ and $v$

$$(u\cdot\sigma)(v\cdot\sigma)+(v\cdot\sigma)(u\cdot\sigma)=2(u_0v_0+u_1v_1+u_2v_2)\,1 .$$

Multiply the two matrices. The diagonal entries of $(u\cdot\sigma)(v\cdot\sigma)$ are

$$u_0v_0+u_1v_1+u_2v_2\pm i(u_0v_1-u_1v_0),$$

with the upper sign for spin up. Exchanging $u$ and $v$ reverses the imaginary part, so each diagonal entry of the sum is twice the scalar product. The upper right entry is $u_2(v_0-iv_1)-(u_0-iu_1)v_2$ and the lower left one is $(u_0+iu_1)v_2-u_2(v_0+iv_1)$. Both change sign under the exchange and cancel in the sum.

The Lean proof makes the same comparison: `fin_cases` splits the claim into the four entries, and ring arithmetic settles each one, with $i^2=-1$ inserted in the diagonal entries.

```lean
/-- Spin operators along `u` and `v` have the anticommutator `2 (u · v)`. -/
theorem sigmaDot_anticomm (u v : Fin 3 → ℝ) :
    sigmaDot u * sigmaDot v + sigmaDot v * sigmaDot u
      = ((2 * (u 0 * v 0 + u 1 * v 1 + u 2 * v 2) : ℝ) : ℂ) • 1 := by
  ext i j
  fin_cases i <;> fin_cases j <;>
    simp [sigmaDot] <;> ring_nf <;>
    simp only [Complex.I_sq] <;> ring
```

## (b) The square of a spin operator

Show that for a unit vector $u$

$$(u\cdot\sigma)^2=1 .$$

Put $v=u$ in (a). The left side is $2(u\cdot\sigma)^2$ and the right side is $2(u_0^2+u_1^2+u_2^2)\,1=2\cdot1$. Halving gives the result, and the `calc` block does this halving.

```lean
/-- The spin operator along a unit vector squares to one. -/
theorem sigmaDot_sq {u : Fin 3 → ℝ} (hu : u 0 ^ 2 + u 1 ^ 2 + u 2 ^ 2 = 1) :
    sigmaDot u * sigmaDot u = 1 := by
  have h := sigmaDot_anticomm u u
  have h2 : 2 * (u 0 * u 0 + u 1 * u 1 + u 2 * u 2) = 2 := by linarith
  rw [h2] at h
  calc sigmaDot u * sigmaDot u
      = (1 / 2 : ℂ) • (sigmaDot u * sigmaDot u + sigmaDot u * sigmaDot u) := by module
    _ = 1 := by rw [h, smul_smul]; norm_num
```

## (c) A half turn between the axes $u$ and $z$

For each unit vector $u$, find a unit vector $w$ with

$$(u\cdot\sigma)(w\cdot\sigma)=(w\cdot\sigma)\,\sigma_z .$$

Up to a phase, $w\cdot\sigma$ rotates the spin by $180^\circ$ about $w$. Such a turn exchanges $u$ and $z$ if $w$ bisects the angle between them.

Suppose first that $u_2\neq-1$. Then $u_2>-1$, and we can set

$$w=c\,(u_0,u_1,u_2+1),\qquad c=\frac{1}{\sqrt{2(1+u_2)}} .$$

Its squared length is $c^2(u_0^2+u_1^2+u_2^2+2u_2+1)=c^2\cdot2(1+u_2)=1$. Since $w\cdot\sigma=c\,(u\cdot\sigma+\sigma_z)$, part (b) gives

$$(u\cdot\sigma)(w\cdot\sigma)=c\,\bigl(1+(u\cdot\sigma)\sigma_z\bigr)=(w\cdot\sigma)\sigma_z .$$

If $u_2=-1$, then $u_0=u_1=0$ and the bisector is undefined. Take $w$ along $x$; the claim becomes $-\sigma_z\sigma_x=\sigma_x\sigma_z$, which holds because the two matrices anticommute.

The Lean proof has the same two cases. In the general one, `hc` fixes the normalisation $c$, `hw` writes $w\cdot\sigma$ as the scaled sum, and the last `rw` is the displayed calculation. The case $u=-z$ is checked entry by entry.

```lean
/-- For every unit vector `u` there is a unit vector `w` such that the spin operator along `w`
carries `u · σ` into the spin operator along `z`. -/
theorem exists_half_turn {u : Fin 3 → ℝ} (hu : u 0 ^ 2 + u 1 ^ 2 + u 2 ^ 2 = 1) :
    ∃ w : Fin 3 → ℝ, w 0 ^ 2 + w 1 ^ 2 + w 2 ^ 2 = 1 ∧
      sigmaDot u * sigmaDot w = sigmaDot w * sigmaDot ![0, 0, 1] := by
  by_cases hz : u 2 = -1
  · -- moments along `-z`: turn about the `x` axis
    rw [hz] at hu
    have h0 : u 0 = 0 := (pow_eq_zero_iff two_ne_zero).mp
      (by nlinarith [sq_nonneg (u 0), sq_nonneg (u 1)])
    have h1 : u 1 = 0 := (pow_eq_zero_iff two_ne_zero).mp
      (by nlinarith [sq_nonneg (u 0), sq_nonneg (u 1)])
    refine ⟨![1, 0, 0], by simp, ?_⟩
    ext i j
    fin_cases i <;> fin_cases j <;>
      simp [sigmaDot, Matrix.mul_apply, Fin.sum_univ_two, h0, h1, hz]
  · -- otherwise turn about the normalised bisector of `u` and `z`
    have hle : -1 ≤ u 2 := by nlinarith [sq_nonneg (u 0), sq_nonneg (u 1)]
    have hlt : -1 < u 2 := lt_of_le_of_ne hle (Ne.symm hz)
    have hpos : 0 < 2 * (1 + u 2) := by linarith
    obtain ⟨c, hc⟩ : ∃ c : ℝ, c ^ 2 * (2 * (1 + u 2)) = 1 :=
      ⟨(Real.sqrt (2 * (1 + u 2)))⁻¹, by
        rw [inv_pow, Real.sq_sqrt hpos.le, inv_mul_cancel₀ hpos.ne']⟩
    have hw : sigmaDot ![c * u 0, c * u 1, c * (u 2 + 1)]
        = (c : ℂ) • (sigmaDot u + sigmaDot ![0, 0, 1]) := by
      ext i j
      fin_cases i <;> fin_cases j <;> simp [sigmaDot] <;> ring
    have hzz : sigmaDot ![0, 0, 1] * sigmaDot ![0, 0, 1] = 1 := sigmaDot_sq (by simp)
    refine ⟨![c * u 0, c * u 1, c * (u 2 + 1)], ?_, ?_⟩
    · change (c * u 0) ^ 2 + (c * u 1) ^ 2 + (c * (u 2 + 1)) ^ 2 = 1
      linear_combination hc + c ^ 2 * hu
    · rw [hw, mul_smul_comm, smul_mul_assoc, mul_add, add_mul, sigmaDot_sq hu, hzz, add_comm]
```

## (d) One spin rotation for all orbital matrices

Show that for each unit vector $u$ there is a unit vector $w$ such that, for all $A$ and $B$ at once,

$$H(u)\,\bigl(1\otimes(w\cdot\sigma)\bigr)=\bigl(1\otimes(w\cdot\sigma)\bigr)\,H(z).$$

Take $w$ from (c) and use $(P\otimes Q)(R\otimes S)=PR\otimes QS$. In the first term both sides give $A\otimes(w\cdot\sigma)$. In the second,

$$B\otimes(u\cdot\sigma)(w\cdot\sigma)=B\otimes(w\cdot\sigma)\sigma_z .$$

The order of the quantifiers matters physically. Since `w` is chosen before `A` and `B`, the same rotation serves the matrices $A(k)$ and $B(k)$ at every $k$-point. The product rule is `Matrix.mul_kronecker_mul`, and `h` is the relation from (c).

```lean
/-- For a unit vector `u`, one and the same rotation of the spins alone turns the moment axis
from `u` to `z` in the Hamiltonians of all `A` and `B`. -/
theorem exists_global_spin_rotation {u : Fin 3 → ℝ}
    (hu : u 0 ^ 2 + u 1 ^ 2 + u 2 ^ 2 = 1) :
    ∃ w : Fin 3 → ℝ, w 0 ^ 2 + w 1 ^ 2 + w 2 ^ 2 = 1 ∧ ∀ A B : Matrix n n ℂ,
      collinearH A B u * ((1 : Matrix n n ℂ) ⊗ₖ sigmaDot w)
        = ((1 : Matrix n n ℂ) ⊗ₖ sigmaDot w) * collinearH A B ![0, 0, 1] := by
  obtain ⟨w, hw, h⟩ := exists_half_turn hu
  refine ⟨w, hw, fun A B => ?_⟩
  simp only [collinearH, Matrix.add_mul, Matrix.mul_add, ← Matrix.mul_kronecker_mul,
    Matrix.mul_one, Matrix.one_mul, h]
```

## (e) The two spin channels for moments along $z$

Show that

$$\chi_{H(z)}=\chi_{A+B}\;\chi_{A-B}.$$

Because $\sigma_z$ is diagonal, $H(z)$ doesn't connect spin up with spin down. Its entries between orbitals $i$ and $j$ are $A_{ij}+B_{ij}$ for spin up and $A_{ij}-B_{ij}$ for spin down. The matrix $x1-H(z)$ has the same block structure, with blocks $x1-(A+B)$ and $x1-(A-B)$, and its determinant is the product of theirs.

In the Lean proof, `hb` identifies $H(z)$ as a block-diagonal matrix, `hc` carries this structure over to $x1-H(z)$, and `Matrix.det_blockDiagonal` supplies the product.

```lean
/-- With the moments along `z` the characteristic polynomial is the product of those of the
spin-up block `A + B` and the spin-down block `A - B`. -/
theorem charpoly_zAxis (A B : Matrix n n ℂ) :
    (collinearH A B ![0, 0, 1]).charpoly = (A + B).charpoly * (A - B).charpoly := by
  have hb : collinearH A B ![0, 0, 1] = Matrix.blockDiagonal ![A + B, A - B] := by
    ext ⟨i, s⟩ ⟨j, s'⟩
    fin_cases s <;> fin_cases s' <;>
      simp [collinearH, sigmaDot, Matrix.blockDiagonal_apply, Matrix.kroneckerMap_apply,
        sub_eq_add_neg]
  have hc : ∀ M : Fin 2 → Matrix n n ℂ, (Matrix.blockDiagonal M).charmatrix
      = Matrix.blockDiagonal (fun k => (M k).charmatrix) := by
    intro M
    ext1 ⟨i, s⟩ ⟨j, s'⟩
    by_cases h : s = s'
    · subst h
      simp [Matrix.charmatrix_apply, Matrix.blockDiagonal_apply, Matrix.diagonal_apply]
    · simp [Matrix.blockDiagonal_apply, h]
  rw [hb, Matrix.charpoly, hc, Matrix.det_blockDiagonal, Fin.prod_univ_two]
  rfl
```

## (f) The factorisation for every moment axis

Show that for every unit vector $u$

$$\chi_{H(u)}=\chi_{A+B}\;\chi_{A-B}.$$

Let $V=1\otimes(w\cdot\sigma)$ with $w$ from (d). By (b), $V^2=1$. Multiplying the relation in (d) by $V$ from the right gives $H(u)=V\,H(z)\,V$, and therefore

$$\det\bigl(x1-H(u)\bigr)=\det\bigl(V(x1-H(z))V\bigr)=\det(V)^2\det\bigl(x1-H(z)\bigr)=\det\bigl(x1-H(z)\bigr).$$

Part (e) finishes the argument. In Lean, `hV` is $V^2=1$ and `e` is the similarity. The determinant step is replaced by `Matrix.charpoly_mul_comm`, which says that $MN$ and $NM$ have the same characteristic polynomial; it brings the two factors $V$ together, where they cancel.

```lean
/-- For moments along any unit vector `u`, the characteristic polynomial of
`A ⊗ 1 + B ⊗ (u · σ)` is the product of those of `A + B` and `A - B`. -/
theorem charpoly_collinearH (A B : Matrix n n ℂ) {u : Fin 3 → ℝ}
    (hu : u 0 ^ 2 + u 1 ^ 2 + u 2 ^ 2 = 1) :
    (collinearH A B u).charpoly = (A + B).charpoly * (A - B).charpoly := by
  obtain ⟨w, hw, hrot⟩ := exists_global_spin_rotation (n := n) hu
  have hV : ((1 : Matrix n n ℂ) ⊗ₖ sigmaDot w) * ((1 : Matrix n n ℂ) ⊗ₖ sigmaDot w) = 1 := by
    rw [← Matrix.mul_kronecker_mul, Matrix.mul_one, sigmaDot_sq hw, Matrix.one_kronecker_one]
  -- the two Hamiltonians are similar
  have e : collinearH A B u = ((1 : Matrix n n ℂ) ⊗ₖ sigmaDot w)
      * collinearH A B ![0, 0, 1] * ((1 : Matrix n n ℂ) ⊗ₖ sigmaDot w) := by
    rw [← hrot A B, Matrix.mul_assoc, hV, Matrix.mul_one]
  rw [e, Matrix.charpoly_mul_comm, ← Matrix.mul_assoc, hV, Matrix.one_mul, charpoly_zAxis]
```

## (g) Band energies with their multiplicities

Write $\operatorname{spec}M$ for the roots of $\chi_M$, each listed as often as its multiplicity. Show that for a unit vector $u$

$$\operatorname{spec}H(u)=\operatorname{spec}(A+B)+\operatorname{spec}(A-B),$$

where the plus sign on the right joins the two lists.

The multiplicity of a root in a product of non-zero polynomials is the sum of its multiplicities in the factors. Characteristic polynomials have leading coefficient 1, so they are non-zero, and (f) gives the claim. In Lean the list is the multiset `charpoly.roots`, and `Polynomial.roots_mul` adds the multiplicities.

As a numerical instance, take one orbital with $A=2$, $B=1$ and $u=(0.6,\,0,\,0.8)$. Then

$$H(u)=\begin{pmatrix}2.8&0.6\\0.6&1.2\end{pmatrix},$$

with trace $4$ and determinant $3.36-0.36=3$. The energies are $3$ and $1$, which are $A+B$ and $A-B$. The half turn of (c) is about $w=(1,0,3)/\sqrt{10}$.

```lean
/-- For a unit vector `u`, the band energies of the Hamiltonian `A ⊗ 1 + B ⊗ (u · σ)`, counted with
multiplicity, are those of `A + B` together with those of `A - B`. -/
theorem bandEnergies_collinearH (A B : Matrix n n ℂ) {u : Fin 3 → ℝ}
    (hu : u 0 ^ 2 + u 1 ^ 2 + u 2 ^ 2 = 1) :
    (collinearH A B u).charpoly.roots = (A + B).charpoly.roots + (A - B).charpoly.roots := by
  rw [charpoly_collinearH A B hu, Polynomial.roots_mul
    (mul_ne_zero (Matrix.charpoly_monic _).ne_zero (Matrix.charpoly_monic _).ne_zero)]
```

## (h) Turning all moments together

Show that for any two unit vectors $u$ and $v$

$$\operatorname{spec}H(u)=\operatorname{spec}H(v).$$

By (g), both sides equal the same list, in which no axis appears. The Lean proof rewrites each side with (g).

Magnetocrystalline anisotropy is often estimated from the difference in the summed energies of the occupied bands between two moment axes, with spin-orbit coupling included and the potential unchanged except that the exchange field turns with the moments. In this finite, one-electron model without spin-orbit coupling, that difference is zero at equal filling. Switching off spin-orbit coupling therefore gives a simple consistency test for such a calculation. The dipole interaction between the moments, which produces shape anisotropy, is absent from $H(u)$.

```lean
/-- Without spin-orbit coupling, and with `A` and `B` held fixed, turning all collinear moments
together from one unit vector `u` to another, `v`, leaves every band energy and its multiplicity
unchanged. -/
theorem no_anisotropy (A B : Matrix n n ℂ) {u v : Fin 3 → ℝ}
    (hu : u 0 ^ 2 + u 1 ^ 2 + u 2 ^ 2 = 1) (hv : v 0 ^ 2 + v 1 ^ 2 + v 2 ^ 2 = 1) :
    (collinearH A B u).charpoly.roots = (collinearH A B v).charpoly.roots := by
  rw [bandEnergies_collinearH A B hu, bandEnergies_collinearH A B hv]
```

## (i) Reversing one moment of a dimer

Two sites are coupled by a real hopping $t\neq0$ and carry exchange fields of unit strength along a unit vector $u$. Let

$$A=\begin{pmatrix}0&t\\t&0\end{pmatrix},\qquad B_{\mathrm p}=\begin{pmatrix}1&0\\0&1\end{pmatrix},\qquad B_{\mathrm a}=\begin{pmatrix}1&0\\0&-1\end{pmatrix}$$

for parallel and antiparallel moments, with Hamiltonians $H_{\mathrm p}(u)$ and $H_{\mathrm a}(u)$. Show that

$$\chi_{H_{\mathrm p}(u)}\neq\chi_{H_{\mathrm a}(u)} .$$

Use (f) and compare the polynomials at $x=0$, where $\chi_M(0)=\det M$ for a $2\times2$ matrix. Both $A+B_{\mathrm p}$ and $A-B_{\mathrm p}$ have determinant $1-t^2$, while $A+B_{\mathrm a}$ and $A-B_{\mathrm a}$ have determinant $-1-t^2$. The values at zero are thus $(1-t^2)^2$ and $(1+t^2)^2$. They differ by $4t^2$, which is not zero.

The energies themselves are $1\pm t$ and $-1\pm t$ for parallel moments, and $\pm\sqrt{1+t^2}$, each twice, for antiparallel ones. A common rotation leaves the levels alone, but reversing one moment relative to the other shifts them.

In the Lean proof, `p1`, `p2`, `q1` and `q2` are the four determinants. Assuming the polynomials equal leads to `h1`, which says $t^2=0$ and contradicts $t\neq0$.

```lean
/-- In a two-site dimer with hopping `t ≠ 0` and unit exchange fields along a unit vector `u`,
parallel and antiparallel moments give different characteristic polynomials. -/
theorem dimer_relative_rotation {t : ℝ} (ht : t ≠ 0) {u : Fin 3 → ℝ}
    (hu : u 0 ^ 2 + u 1 ^ 2 + u 2 ^ 2 = 1) :
    (collinearH !![0, (t : ℂ); (t : ℂ), 0] !![1, 0; 0, 1] u).charpoly
      ≠ (collinearH !![0, (t : ℂ); (t : ℂ), 0] !![1, 0; 0, -1] u).charpoly := by
  intro h
  rw [charpoly_collinearH _ _ hu, charpoly_collinearH _ _ hu] at h
  -- compare the two polynomials at zero energy
  have e : ∀ M : Matrix (Fin 2) (Fin 2) ℂ,
      M.charpoly.eval 0 = M 0 0 * M 1 1 - M 0 1 * M 1 0 := by
    intro M
    simp [Matrix.charpoly_fin_two, Matrix.det_fin_two]
  have p1 : (!![0, (t : ℂ); (t : ℂ), 0] + !![1, 0; 0, 1]).charpoly.eval 0
      = 1 - (t : ℂ) * (t : ℂ) := by
    rw [e]; simp
  have p2 : (!![0, (t : ℂ); (t : ℂ), 0] - !![1, 0; 0, 1]).charpoly.eval 0
      = 1 - (t : ℂ) * (t : ℂ) := by
    rw [e]; simp
  have q1 : (!![0, (t : ℂ); (t : ℂ), 0] + !![1, 0; 0, -1]).charpoly.eval 0
      = -1 - (t : ℂ) * (t : ℂ) := by
    rw [e]; simp
  have q2 : (!![0, (t : ℂ); (t : ℂ), 0] - !![1, 0; 0, -1]).charpoly.eval 0
      = -1 - (t : ℂ) * (t : ℂ) := by
    rw [e]; simp
  have h0 := congrArg (Polynomial.eval 0) h
  rw [Polynomial.eval_mul, Polynomial.eval_mul, p1, p2, q1, q2] at h0
  have h1 : (t : ℂ) * t = 0 := by linear_combination (-1 / 4 : ℂ) * h0
  exact ht (by exact_mod_cast mul_self_eq_zero.mp h1)

end

end CollinearMagnetAnisotropy
```

```lean
#print axioms CollinearMagnetAnisotropy.no_anisotropy
-- 'CollinearMagnetAnisotropy.no_anisotropy' depends on axioms: [propext, Classical.choice, Quot.sound]
#print axioms CollinearMagnetAnisotropy.dimer_relative_rotation
-- 'CollinearMagnetAnisotropy.dimer_relative_rotation' depends on axioms: [propext, Classical.choice, Quot.sound]
```
